# The minimum energy of a two-state ensemble is piecewise linear in the excitation weight

A: Let $H$ be a Hermitian $d\times d$ matrix with $d\ge 2$, and let $E_i\le E_j$ be its two lowest eigenvalues, counted with multiplicity. Give one state $u$ the weight $1-w$ and a second state $v$, orthogonal to it, the weight $w$, with $0\le w\le 1$. The lowest average energy that such an orthonormal pair can reach is

$$\min_{u\perp v}\big[(1-w)\langle u,Hu\rangle+w\langle v,Hv\rangle\big]=E_i+\min(w,1-w)\,(E_j-E_i).$$

```lean
import Mathlib

open Matrix

namespace EnsemblePiecewiseLinearity

noncomputable section

variable {n : Type*} [Fintype n] [DecidableEq n]
```

Q: What is the physical problem? And at $w=1$ I would expect $E_j$, since all the weight is then on the excited state.

A: The problem is to get an excitation energy from a variational calculation on a mixture of ground and excited state. At $w=1$ only $v$ counts, and nothing forces $v$ to be the excited state, so the minimum puts it in the ground state and gives $E_i$. The name "excitation weight" is therefore literal only up to $w=1/2$. Beyond that, the two states exchange roles.

Q: How is the energy written in Lean? I see a real part, which makes me suspicious.

A: A state is a vector in `EuclideanSpace ℂ n`, where `n` is the index set of the basis, with $d$ elements, and not an electron number. The inner product is conjugate-linear in its first slot, as in Dirac notation. For Hermitian $H$ the number $\langle u,Hu\rangle$ is real already, so the real part only turns a complex number into a real one. I write $\varepsilon(u)$ for this energy. The definition accepts any vector, but the number is the expectation value only when $\|u\|=1$, as it is for both members of an orthonormal pair.

```lean
/-- The energy expectation value `⟨u, H u⟩` (its real part) of a state `u`. -/
def energy (H : Matrix n n ℂ) (u : EuclideanSpace ℂ n) : ℝ :=
  (inner ℂ u (Matrix.toEuclideanLin H u)).re
```

The ensemble energy is the weighted sum, that is, the trace of $H$ with the density matrix $(1-w)|u\rangle\langle u|+w|v\rangle\langle v|$.

```lean
/-- The energy of a two-state ensemble in which `u` has weight `1 - w` and `v` has weight `w`. -/
def ensembleEnergy (H : Matrix n n ℂ) (w : ℝ) (u v : EuclideanSpace ℂ n) : ℝ :=
  (1 - w) * energy H u + w * energy H v
```

The minimum is taken over the set of all values that orthonormal pairs can reach. `Orthonormal ℂ ![u, v]` says that both vectors have norm one and are orthogonal.

```lean
/-- All ensemble energies that orthonormal pairs of states can reach at excitation weight `w`. -/
def ensembleEnergies (H : Matrix n n ℂ) (w : ℝ) : Set ℝ :=
  {x | ∃ u v : EuclideanSpace ℂ n, Orthonormal ℂ ![u, v] ∧ ensembleEnergy H w u v = x}
```

Q: Which eigenvalues are "the two lowest" if the ground level is degenerate?

A: The eigenvalues are labelled by the elements of `n`, one label per eigenvector, and the labels carry no energy order that we could use. So we name two different labels $i$ and $j$ and require $E_i\le E_j$ and $E_j\le E_k$ for every $k\ne i$. A doubly degenerate ground level simply gives $E_i=E_j$, and the minimum is then constant in $w$.

```lean
/-- The levels `i` and `j` are the two lowest of the family `E`, counted with multiplicity. -/
def IsLowestPair (E : n → ℝ) (i j : n) : Prop :=
  i ≠ j ∧ E i ≤ E j ∧ ∀ k, k ≠ i → E j ≤ E k
```

Q: Now derive the bound. Start from a single state.

A: Let $e_k$ be the normalised eigenvectors and $p_k(u)=|\langle e_k,u\rangle|^2$ the populations.

```lean
/-- The population of the `k`-th eigenstate of `H` in the state `u`. -/
def population {H : Matrix n n ℂ} (hH : H.IsHermitian) (u : EuclideanSpace ℂ n) (k : n) : ℝ :=
  ‖inner ℂ (hH.eigenvectorBasis k) u‖ ^ 2
```

First, the labels $i,j$ exist whenever $d\ge2$: take a lowest level, remove it, and take a lowest one among the rest. The Lean proof does just that.

```lean
/-- Every finite family of at least two levels has a lowest pair. -/
theorem exists_lowestPair [Nontrivial n] (E : n → ℝ) : ∃ i j, IsLowestPair E i j := by
  obtain ⟨i, hi⟩ := Finite.exists_min E
  obtain ⟨m, hm⟩ := exists_ne i
  obtain ⟨j, hj, hmin⟩ := Finset.exists_min_image (Finset.univ.erase i) E
    ⟨m, Finset.mem_erase.2 ⟨hm, Finset.mem_univ m⟩⟩
  exact ⟨i, j, (Finset.ne_of_mem_erase hj).symm, hi j,
    fun k hk => hmin k (Finset.mem_erase.2 ⟨hk, Finset.mem_univ k⟩)⟩
```

Since the $e_k$ form an orthonormal basis, $\sum_k p_k(u)=\|u\|^2$. In Lean this follows because passing to coordinates in the eigenbasis preserves the norm.

```lean
/-- The populations of the eigenstates of a Hermitian `H` sum to the squared norm of the state. -/
theorem sum_population {H : Matrix n n ℂ} (hH : H.IsHermitian) (u : EuclideanSpace ℂ n) :
    ∑ k, population hH u k = ‖u‖ ^ 2 := by
  rw [← hH.eigenvectorBasis.repr.norm_map u, EuclideanSpace.norm_sq_eq]
  simp only [population, OrthonormalBasis.repr_apply_apply]
```

Inserting the identity $\sum_k|e_k\rangle\langle e_k|$ and letting $H$ act to the left gives

$$\langle u,Hu\rangle=\sum_k\langle u,e_k\rangle\langle e_k,Hu\rangle=\sum_k E_k\,\langle u,e_k\rangle\langle e_k,u\rangle=\sum_k E_k\,p_k(u).$$

In the code, `heig` is the eigenvalue equation, `hs` moves $H$ across the inner product, and `key` is the displayed line.

```lean
/-- The energy of a state is the sum of the eigenvalues of the Hermitian matrix `H`, each
multiplied by the population of its eigenstate. -/
theorem energy_eq_sum {H : Matrix n n ℂ} (hH : H.IsHermitian) (u : EuclideanSpace ℂ n) :
    energy H u = ∑ k, hH.eigenvalues k * population hH u k := by
  have hs := isSymmetric_toEuclideanLin_iff.2 hH
  have heig : ∀ k, Matrix.toEuclideanLin H (hH.eigenvectorBasis k)
      = (hH.eigenvalues k : ℂ) • hH.eigenvectorBasis k := by
    intro k
    ext l
    refine (congrFun (hH.mulVec_eigenvectorBasis k) l).trans ?_
    simp
  -- insert a resolution of the identity and let `H` act to the left
  have key : inner ℂ u (Matrix.toEuclideanLin H u)
      = ∑ k, ((hH.eigenvalues k * population hH u k : ℝ) : ℂ) := by
    rw [← hH.eigenvectorBasis.sum_inner_mul_inner u (Matrix.toEuclideanLin H u)]
    refine Finset.sum_congr rfl fun k _ => ?_
    rw [← hs (hH.eigenvectorBasis k) u, heig k, inner_smul_left, Complex.conj_ofReal,
      ← inner_conj_symm u (hH.eigenvectorBasis k), population]
    have hz := Complex.conj_mul' (inner ℂ (hH.eigenvectorBasis k) u)
    push_cast
    linear_combination (hH.eigenvalues k : ℂ) * hz
  rw [energy, key, ← Complex.ofReal_sum, Complex.ofReal_re]
```

For $\|u\|=1$ the populations are nonnegative and sum to one, so replacing every $E_k$ by $E_i$ can only lower the sum: $\varepsilon(u)\ge E_i$. The `calc` block has the same two steps.

```lean
/-- The energy of a normalised state is at least the lowest eigenvalue of the Hermitian `H`. -/
theorem lowest_le_energy {H : Matrix n n ℂ} (hH : H.IsHermitian) {i : n}
    (hi : ∀ k, hH.eigenvalues i ≤ hH.eigenvalues k) {u : EuclideanSpace ℂ n} (hu : ‖u‖ = 1) :
    hH.eigenvalues i ≤ energy H u := by
  rw [energy_eq_sum hH]
  calc hH.eigenvalues i = ∑ k, hH.eigenvalues i * population hH u k := by
        rw [← Finset.mul_sum, sum_population, hu]; ring
    _ ≤ ∑ k, hH.eigenvalues k * population hH u k :=
        Finset.sum_le_sum fun k _ => mul_le_mul_of_nonneg_right (hi k) (sq_nonneg _)
```

Q: That would let both states sit in the ground state. Where does orthogonality enter?

A: Through the joint populations $q_k=p_k(u)+p_k(v)$. Bessel's inequality, applied to the unit vector $e_k$ and the orthonormal pair $u,v$, gives $q_k\le 1$. Also $\sum_k q_k=2$. Measure energies from $E_j$:

$$\varepsilon(u)+\varepsilon(v)-2E_j=\sum_k(E_k-E_j)\,q_k\ \ge\ (E_i-E_j)\,q_i\ \ge\ E_i-E_j.$$

The first inequality drops the terms with $k\ne i$, which are nonnegative. The second uses $q_i\le1$ and $E_i-E_j\le0$. Hence $\varepsilon(u)+\varepsilon(v)\ge E_i+E_j$.

In Lean, `hle` is the Bessel step, `hterm` is the estimate level by level, and `hexp` rewrites the sum over levels in terms of the two energies.

```lean
/-- The energies of two orthonormal states add up to at least the sum of the two lowest
eigenvalues of the Hermitian `H`. -/
theorem lowest_pair_le_energy_add {H : Matrix n n ℂ} (hH : H.IsHermitian) {i j : n}
    (hij : IsLowestPair hH.eigenvalues i j) {u v : EuclideanSpace ℂ n}
    (h : Orthonormal ℂ ![u, v]) :
    hH.eigenvalues i + hH.eigenvalues j ≤ energy H u + energy H v := by
  have hu : ‖u‖ = 1 := h.1 0
  have hv : ‖v‖ = 1 := h.1 1
  -- Bessel: two orthonormal states populate each level at most once
  have hle : ∀ k, population hH u k + population hH v k ≤ 1 := by
    intro k
    have hb := h.sum_inner_products_le (x := hH.eigenvectorBasis k) (s := Finset.univ)
    rw [Fin.sum_univ_two, hH.eigenvectorBasis.orthonormal.1 k] at hb
    have hb' : ‖inner ℂ u (hH.eigenvectorBasis k)‖ ^ 2
        + ‖inner ℂ v (hH.eigenvectorBasis k)‖ ^ 2 ≤ (1 : ℝ) ^ 2 := hb
    rw [norm_inner_symm u (hH.eigenvectorBasis k),
      norm_inner_symm v (hH.eigenvectorBasis k), one_pow] at hb'
    exact hb'
  -- measured from the second level, only the lowest level lowers the energy
  have hterm : ∀ k, (if k = i then hH.eigenvalues i - hH.eigenvalues j else 0)
      ≤ (hH.eigenvalues k - hH.eigenvalues j) * (population hH u k + population hH v k) := by
    intro k
    by_cases hk : k = i
    · rw [if_pos hk, hk]
      nlinarith [mul_nonneg (sub_nonneg.2 hij.2.1) (sub_nonneg.2 (hle i))]
    · rw [if_neg hk]
      exact mul_nonneg (sub_nonneg.2 (hij.2.2 k hk)) (add_nonneg (sq_nonneg _) (sq_nonneg _))
  have hsum := Finset.sum_le_sum fun k (_ : k ∈ Finset.univ) => hterm k
  simp only [Finset.sum_ite_eq', Finset.mem_univ, if_true] at hsum
  have hexp : ∑ k, (hH.eigenvalues k - hH.eigenvalues j)
        * (population hH u k + population hH v k)
      = energy H u + energy H v - hH.eigenvalues j
        * (∑ k, population hH u k + ∑ k, population hH v k) := by
    rw [energy_eq_sum hH, energy_eq_sum hH, ← Finset.sum_add_distrib,
      ← Finset.sum_add_distrib, Finset.mul_sum, ← Finset.sum_sub_distrib]
    exact Finset.sum_congr rfl fun k _ => by ring
  rw [hexp, sum_population, sum_population, hu, hv] at hsum
  linarith
```

Q: And the weights?

A: Split the ensemble energy so that both bounds enter with nonnegative coefficients. For $w\le 1/2$,

$$(1-w)\varepsilon(u)+w\,\varepsilon(v)=(1-2w)\,\varepsilon(u)+w\,[\varepsilon(u)+\varepsilon(v)]\ge E_i+w(E_j-E_i).$$

For $w\ge 1/2$,

$$(1-w)\varepsilon(u)+w\,\varepsilon(v)=(2w-1)\,\varepsilon(v)+(1-w)\,[\varepsilon(u)+\varepsilon(v)]\ge E_i+(1-w)(E_j-E_i).$$

The pair $(e_i,e_j)$ reaches the first bound and $(e_j,e_i)$ the second. `IsLeast` expresses both facts: the value belongs to the set, and no member lies below it. The proof splits on whether $w\le 1-w$. In each case it exhibits the eigenvector pair, and `nlinarith` receives the two nonnegative products from the split above.

```lean
/-- For a Hermitian `H` with two lowest eigenvalues `E i ≤ E j` and a weight `w` in `[0, 1]`, the
minimum ensemble energy over orthonormal pairs is `E i + min w (1 - w) * (E j - E i)`. -/
theorem isLeast_ensembleEnergies {H : Matrix n n ℂ} (hH : H.IsHermitian) {i j : n}
    (hij : IsLowestPair hH.eigenvalues i j) {w : ℝ} (hw : w ∈ Set.Icc (0 : ℝ) 1) :
    IsLeast (ensembleEnergies H w)
      (hH.eigenvalues i + min w (1 - w) * (hH.eigenvalues j - hH.eigenvalues i)) := by
  obtain ⟨h0, h1⟩ := hw
  have hlow : ∀ k, hH.eigenvalues i ≤ hH.eigenvalues k := by
    intro k
    by_cases hk : k = i
    · rw [hk]
    · exact hij.2.1.trans (hij.2.2 k hk)
  have horth : ∀ k l, k ≠ l →
      inner ℂ (hH.eigenvectorBasis k) (hH.eigenvectorBasis l) = 0 :=
    fun k l hkl => hH.eigenvectorBasis.orthonormal.2 hkl
  have hpair : ∀ k l, k ≠ l →
      Orthonormal ℂ ![hH.eigenvectorBasis k, hH.eigenvectorBasis l] := by
    intro k l hkl
    simp [Orthonormal, Pairwise, Fin.forall_fin_two, horth k l hkl, horth l k hkl.symm]
  have hen : ∀ k, energy H (hH.eigenvectorBasis k) = hH.eigenvalues k := by
    intro k
    rw [energy_eq_sum hH, Finset.sum_eq_single k]
    · simp [population]
    · intro l _ hl
      simp [population, horth l k hl]
    · simp
  rcases le_total w (1 - w) with hc | hc
  · rw [min_eq_left hc]
    refine ⟨⟨_, _, hpair i j hij.1, ?_⟩, ?_⟩
    · rw [ensembleEnergy, hen, hen]; ring
    · rintro x ⟨u, v, h, rfl⟩
      have ha : hH.eigenvalues i ≤ energy H u := lowest_le_energy hH hlow (h.1 0)
      have hb := lowest_pair_le_energy_add hH hij h
      rw [ensembleEnergy]
      nlinarith [mul_nonneg (sub_nonneg.2 hc) (sub_nonneg.2 ha),
        mul_nonneg h0 (sub_nonneg.2 hb)]
  · -- beyond equal weights the two states exchange their roles
    rw [min_eq_right hc]
    refine ⟨⟨_, _, hpair j i hij.1.symm, ?_⟩, ?_⟩
    · rw [ensembleEnergy, hen, hen]; ring
    · rintro x ⟨u, v, h, rfl⟩
      have ha : hH.eigenvalues i ≤ energy H v := lowest_le_energy hH hlow (h.1 1)
      have hb := lowest_pair_le_energy_add hH hij h
      rw [ensembleEnergy]
      nlinarith [mul_nonneg (sub_nonneg.2 hc) (sub_nonneg.2 ha),
        mul_nonneg (sub_nonneg.2 h1) (sub_nonneg.2 hb)]
```

Q: Suppose a minimisation has reached the lowest possible ensemble energy. Can I read off the individual energies?

A: For $0<w<1/2$, yes. At the minimum,

$$(1-2w)\,[\varepsilon(u)-E_i]+w\,[\varepsilon(u)+\varepsilon(v)-E_i-E_j]=0.$$

Both brackets are nonnegative and both coefficients are positive, so both brackets vanish, which gives $\varepsilon(u)=E_i$ and $\varepsilon(v)=E_j$. The hypothesis `hmin` says that the pair lies at or below every reachable ensemble energy. At $w=1/2$ the conclusion fails when $E_i<E_j$, because the swapped pair $(e_j,e_i)$ is then a minimiser too.

```lean
/-- For a Hermitian `H` and `0 < w < 1/2`, the two states of any minimising orthonormal pair have
the lowest and the second lowest eigenvalue as their energies. -/
theorem energies_of_minimiser {H : Matrix n n ℂ} (hH : H.IsHermitian) {i j : n}
    (hij : IsLowestPair hH.eigenvalues i j) {w : ℝ} (h0 : 0 < w) (h1 : w < 1 / 2)
    {u v : EuclideanSpace ℂ n} (h : Orthonormal ℂ ![u, v])
    (hmin : ∀ x ∈ ensembleEnergies H w, ensembleEnergy H w u v ≤ x) :
    energy H u = hH.eigenvalues i ∧ energy H v = hH.eigenvalues j := by
  have hval := hmin _ (isLeast_ensembleEnergies hH hij ⟨h0.le, by linarith⟩).1
  rw [min_eq_left (by linarith), ensembleEnergy] at hval
  have ha : hH.eigenvalues i ≤ energy H u := by
    refine lowest_le_energy hH (fun k => ?_) (h.1 0 : ‖u‖ = 1)
    by_cases hk : k = i
    · rw [hk]
    · exact hij.2.1.trans (hij.2.2 k hk)
  have hb := lowest_pair_le_energy_add hH hij h
  -- both lower bounds enter with positive weight, so both are saturated
  have hu : energy H u = hH.eigenvalues i := by
    refine le_antisymm ?_ ha
    have hp := mul_nonneg h0.le (sub_nonneg.2 hb)
    have hq : 0 < 1 - 2 * w := by linarith
    nlinarith
  refine ⟨hu, le_antisymm ?_ (by linarith)⟩
  rw [hu] at hval
  nlinarith
```

Q: And the excitation energy as a slope?

A: The minimum, written as the infimum `sInf` of the reachable energies, has derivative $E_j-E_i$ at every $w$ in $(0,1/2)$ and $-(E_j-E_i)$ at every $w$ in $(1/2,1)$. Around each such point the infimum coincides with one of the two straight lines, so it inherits that line's derivative. This is what `congr_of_eventuallyEq` does. The theorem gives no derivative at $w=1/2$ itself, where the two lines meet.

```lean
/-- For a Hermitian `H`, the minimum ensemble energy as a function of the weight has slope
`E j - E i` on `(0, 1/2)` and the opposite slope on `(1/2, 1)`, where `E i ≤ E j` are the two
lowest eigenvalues. -/
theorem slope_of_minimum {H : Matrix n n ℂ} (hH : H.IsHermitian) {i j : n}
    (hij : IsLowestPair hH.eigenvalues i j) :
    (∀ w ∈ Set.Ioo (0 : ℝ) (1 / 2), HasDerivAt (fun t => sInf (ensembleEnergies H t))
      (hH.eigenvalues j - hH.eigenvalues i) w) ∧
    (∀ w ∈ Set.Ioo (1 / 2 : ℝ) 1, HasDerivAt (fun t => sInf (ensembleEnergies H t))
      (-(hH.eigenvalues j - hH.eigenvalues i)) w) := by
  constructor
  · intro w hw
    have hd : HasDerivAt (fun t : ℝ => hH.eigenvalues i
        + t * (hH.eigenvalues j - hH.eigenvalues i))
        (hH.eigenvalues j - hH.eigenvalues i) w :=
      (((hasDerivAt_id' w).mul_const _).const_add _).congr_deriv (one_mul _)
    refine hd.congr_of_eventuallyEq
      (Filter.eventually_of_mem (Ioo_mem_nhds hw.1 hw.2) fun t ht => ?_)
    have ht1 := ht.1
    have ht2 := ht.2
    have he := (isLeast_ensembleEnergies hH hij (w := t) ⟨ht1.le, by linarith⟩).csInf_eq
    rwa [min_eq_left (by linarith)] at he
  · intro w hw
    have hd : HasDerivAt (fun t : ℝ => hH.eigenvalues i
        + (1 - t) * (hH.eigenvalues j - hH.eigenvalues i))
        (-(hH.eigenvalues j - hH.eigenvalues i)) w :=
      ((((hasDerivAt_id' w).const_sub 1).mul_const _).const_add _).congr_deriv (by ring)
    refine hd.congr_of_eventuallyEq
      (Filter.eventually_of_mem (Ioo_mem_nhds hw.1 hw.2) fun t ht => ?_)
    have ht1 := ht.1
    have ht2 := ht.2
    have he := (isLeast_ensembleEnergies hH hij (w := t) ⟨by linarith, ht2.le⟩).csInf_eq
    rwa [min_eq_right (by linarith)] at he

end

end EnsemblePiecewiseLinearity
```

Q: Then what separates this from a real molecule?

A: The step from the matrix to the molecule. $H$ is a fixed finite matrix, such as a many-electron Hamiltonian in a finite basis of orthonormal determinants, and $E_i$, $E_j$ are its eigenvalues. How close they lie to the levels of the full Hamiltonian is a question of basis-set convergence, which no hypothesis here addresses. Interactions between electrons are allowed, since any Hermitian matrix is.

Q: And is this the straight line in electron number that people discuss for fractional charge?

A: No. That line mixes ground states with different electron numbers, whereas here two orthogonal states of one matrix are mixed. The result bears on ensemble density functional theory for excited states, where excitation energies are obtained from the dependence on the weight: for two states, a fixed finite Hamiltonian and $w\le 1/2$, it gives the exact straight line with which an approximate ensemble energy can be compared.

```lean
#print axioms EnsemblePiecewiseLinearity.exists_lowestPair
-- 'EnsemblePiecewiseLinearity.exists_lowestPair' depends on axioms: [propext, Classical.choice, Quot.sound]
#print axioms EnsemblePiecewiseLinearity.isLeast_ensembleEnergies
-- 'EnsemblePiecewiseLinearity.isLeast_ensembleEnergies' depends on axioms: [propext, Classical.choice, Quot.sound]
#print axioms EnsemblePiecewiseLinearity.energies_of_minimiser
-- 'EnsemblePiecewiseLinearity.energies_of_minimiser' depends on axioms: [propext, Classical.choice, Quot.sound]
#print axioms EnsemblePiecewiseLinearity.slope_of_minimum
-- 'EnsemblePiecewiseLinearity.slope_of_minimum' depends on axioms: [propext, Classical.choice, Quot.sound]
```
